# A divergence-free, curl-free affine field with a varying z component has a varying transverse component

A magnetic field is represented here as a map $F$ from $\mathbb{R}^3$ to $\mathbb{R}^3$, and its divergence and curl are built from derivatives along the coordinate axes. For an affine field $B(r) = b + Mr$, with $b$ a constant vector and $M$ a real $3\times 3$ matrix, both could have been defined directly from the entries of $M$. The link between Maxwell's equations and the matrix would then be a definition; with derivatives it is a theorem.

The theorems say that $B$ has zero divergence and zero curl exactly when $M$ is symmetric and traceless, and that such a field with constant $x$ and $y$ components has $M = 0$. A gradient of the $z$ component, as used in magnetic resonance imaging, is therefore accompanied by transverse fields that also vary in space, called concomitant fields.

In Lean 4 with Mathlib:

```lean
import Mathlib

open Matrix

namespace ConcomitantGradients

noncomputable section
```

Indices run over 0, 1, 2 for $x$, $y$, $z$. Component $i$ of the field at $r$ is $F(r)_i$, and $e_j$ is the unit vector along axis $j$, written `Pi.single j 1` in the code. The derivative of component $i$ along axis $j$ is that of $t \mapsto F(r + t e_j)_i$ at $t = 0$.

```lean
/-- The derivative of component `i` of the field `F` along the coordinate axis `j`,
taken at the point `r`. -/
def fieldDeriv (F : (Fin 3 → ℝ) → (Fin 3 → ℝ)) (i j : Fin 3) (r : Fin 3 → ℝ) : ℝ :=
  deriv (fun t : ℝ => F (r + t • (Pi.single j 1 : Fin 3 → ℝ)) i) 0
```

The divergence sums the three derivatives with $i = j$. The curl has its usual components, in right-handed order.

```lean
/-- The divergence of a vector field on three-dimensional space. -/
def divergence (F : (Fin 3 → ℝ) → (Fin 3 → ℝ)) (r : Fin 3 → ℝ) : ℝ :=
  ∑ i, fieldDeriv F i i r

/-- The curl of a vector field on three-dimensional space. -/
def curl (F : (Fin 3 → ℝ) → (Fin 3 → ℝ)) (r : Fin 3 → ℝ) : Fin 3 → ℝ :=
  ![fieldDeriv F 2 1 r - fieldDeriv F 1 2 r,
    fieldDeriv F 0 2 r - fieldDeriv F 2 0 r,
    fieldDeriv F 1 0 r - fieldDeriv F 0 1 r]
```

The physical condition on the field requires both to vanish at every point.

```lean
/-- The divergence and the curl of the field `F`, as computed with `deriv`, vanish at every point.
-/
def IsMagnetostatic (F : (Fin 3 → ℝ) → (Fin 3 → ℝ)) : Prop :=
  ∀ r, divergence F r = 0 ∧ curl F r = 0
```

Zero divergence is the absence of magnetic charge. Zero curl stands for a static field in a region without currents, filled by a uniform, linear and isotropic medium. Since `deriv` returns 0 where a derivative doesn't exist, `IsMagnetostatic` carries this meaning only for differentiable fields, which affine fields are.

## The field is affine

An affine field is the first-order description of a gradient field near the centre of a scanner. The vector $b$ is its value at the origin, and row $i$ of $M$ is the gradient of component $i$. The model extends this form to all of $\mathbb{R}^3$, whereas a real coil produces it only approximately and over a limited volume.

```lean
/-- The affine field `B(r) = b + M r`, with value `b` at the origin and gradient matrix `M`. -/
def affineField (b : Fin 3 → ℝ) (M : Matrix (Fin 3) (Fin 3) ℝ) (r : Fin 3 → ℝ) : Fin 3 → ℝ :=
  b + M *ᵥ r
```

By hand, the assumption turns every derivative into a matrix entry. Moving a distance $t$ along axis $j$ gives

$$B(r + t e_j)_i = B(r)_i + t\,M_{ij},$$

a straight line in $t$ with slope $M_{ij}$. The proof does the same: `h` rewrites the function of $t$ into this form by linearity of the matrix product, and the rule for differentiating a linear function plus a constant gives the slope.

```lean
/-- The derivative of component `i` of an affine field along axis `j` is the matrix
entry `M i j`. -/
theorem fieldDeriv_affineField (b : Fin 3 → ℝ) (M : Matrix (Fin 3) (Fin 3) ℝ)
    (i j : Fin 3) (r : Fin 3 → ℝ) : fieldDeriv (affineField b M) i j r = M i j := by
  -- along a coordinate axis the field component is a straight line of slope `M i j`
  have h : (fun t : ℝ => affineField b M (r + t • (Pi.single j 1 : Fin 3 → ℝ)) i)
      = fun t : ℝ => affineField b M r i + t * M i j := by
    funext t
    simp [affineField, Matrix.mulVec_add, Matrix.mulVec_smul, add_assoc]
  unfold fieldDeriv
  rw [h]
  have hd := ((hasDerivAt_id' (0 : ℝ)).mul_const (M i j)).const_add (affineField b M r i)
  exact hd.deriv.trans (one_mul _)
```

Without the assumption there is no single matrix $M$, and the derivatives change from point to point. The physical conclusion survives for differentiable fields: if the transverse components are constant, zero curl removes the derivatives of $F(r)_2$ along axes 0 and 1, and zero divergence removes the one along axis 2. That extension is an argument by hand, and the theorems below concern affine fields only.

## The divergence vanishes

With the derivatives known, the divergence of $B$ is

$$M_{00} + M_{11} + M_{22} = \operatorname{tr} M,$$

the same at every point. The next theorem obtains this by substituting the matrix entries into the sum.

```lean
/-- The divergence of an affine field is the trace of its gradient matrix. -/
theorem divergence_affineField (b : Fin 3 → ℝ) (M : Matrix (Fin 3) (Fin 3) ℝ)
    (r : Fin 3 → ℝ) : divergence (affineField b M) r = M.trace := by
  simp [divergence, fieldDeriv_affineField, Matrix.trace]
```

Physically, a $z$ component that grows along $z$ must be compensated by transverse components that change along $x$ or $y$. Without this hypothesis, the field $(0, 0, G r_2)$ with $G \neq 0$ would be allowed. It has zero curl and constant transverse components, yet its $z$ component varies. Its divergence is $G$, so it would need a uniform density of magnetic charge.

## The curl vanishes

For the affine field the curl is

$$(M_{21} - M_{12},\; M_{02} - M_{20},\; M_{10} - M_{01}).$$

It vanishes exactly when $M$ is symmetric. Together with the trace condition this gives the equivalence, for every $b$.

In the forward direction the proof evaluates the hypothesis at the origin, which is enough because the derivatives are constant. It reads off the three components of the curl as `h0`, `h1` and `h2`, and checks symmetry for all nine index pairs. In the reverse direction, symmetry makes the two terms in each curl component equal, and they cancel.

```lean
/-- An affine magnetic field has zero divergence and zero curl everywhere if and only if
its gradient matrix is symmetric and traceless. -/
theorem isMagnetostatic_affineField_iff (b : Fin 3 → ℝ) (M : Matrix (Fin 3) (Fin 3) ℝ) :
    IsMagnetostatic (affineField b M) ↔ M.IsSymm ∧ M.trace = 0 := by
  constructor
  · intro h
    obtain ⟨hd, hc⟩ := h 0
    rw [divergence_affineField] at hd
    refine ⟨?_, hd⟩
    -- the three curl components are the three antisymmetric combinations of `M`
    have h0 : M 2 1 - M 1 2 = 0 := by
      simpa [curl, fieldDeriv_affineField] using congrFun hc 0
    have h1 : M 0 2 - M 2 0 = 0 := by
      simpa [curl, fieldDeriv_affineField] using congrFun hc 1
    have h2 : M 1 0 - M 0 1 = 0 := by
      simpa [curl, fieldDeriv_affineField] using congrFun hc 2
    apply Matrix.IsSymm.ext
    intro i j
    fin_cases i <;> fin_cases j <;> simp <;> linarith
  · rintro ⟨hs, ht⟩ r
    refine ⟨by rw [divergence_affineField, ht], ?_⟩
    unfold curl
    simp only [fieldDeriv_affineField]
    rw [hs.apply 1 2, hs.apply 2 0, hs.apply 0 1]
    ext i
    fin_cases i <;> simp
```

Without zero curl, the field $(0, 0, G r_0)$ would be a pure $x$ gradient of the $z$ component with no transverse part. Its divergence is zero, but its curl is $(0, -G, 0)$, so in a static setting it would need a uniform current along $y$ throughout the imaged region.

## The transverse components are constant

The hypothesis `hxy` says that components 0 and 1 keep the values $b_0$ and $b_1$ at every $r$. Since $b$ is the field at the origin, this is constancy in space. It expresses the idealised gradient in which only the $z$ component changes.

Evaluating at $r = e_j$ gives $b_0 + M_{0j} = b_0$ and $b_1 + M_{1j} = b_1$, so the first two rows of $M$ vanish. Symmetry then gives $M_{20} = M_{02} = 0$ and $M_{21} = M_{12} = 0$. The trace leaves $M_{22} = -M_{00} - M_{11} = 0$, and every entry is zero.

In the proof, `hx` and `hy` are the two vanishing rows, obtained by probing the field at the unit vectors. The facts `h20`, `h21` and `h22` clear the last row in the order just given.

```lean
/-- If an affine field with zero divergence and zero curl has constant x and y components,
then its gradient matrix vanishes. -/
theorem gradient_eq_zero_of_transverse_constant (b : Fin 3 → ℝ)
    (M : Matrix (Fin 3) (Fin 3) ℝ) (h : IsMagnetostatic (affineField b M))
    (hxy : ∀ r, affineField b M r 0 = b 0 ∧ affineField b M r 1 = b 1) : M = 0 := by
  obtain ⟨hs, ht⟩ := (isMagnetostatic_affineField_iff b M).1 h
  -- probing the field at the unit vectors shows that the first two rows vanish
  have hx : ∀ j, M 0 j = 0 := fun j => by
    simpa [affineField] using (hxy (Pi.single j 1)).1
  have hy : ∀ j, M 1 j = 0 := fun j => by
    simpa [affineField] using (hxy (Pi.single j 1)).2
  -- symmetry and tracelessness remove the last row
  have h20 : M 2 0 = 0 := (hs.apply 0 2).trans (hx 2)
  have h21 : M 2 1 = 0 := (hs.apply 1 2).trans (hy 2)
  have h22 : M 2 2 = 0 := by
    rw [Matrix.trace_fin_three] at ht
    linarith [hx 0, hy 1]
  ext i j
  fin_cases i
  · exact hx j
  · exact hy j
  · fin_cases j
    · exact h20
    · exact h21
    · exact h22
```

Without `hxy` the matrix need not vanish: any nonzero symmetric traceless $M$ is an example.

## The z component varies

The physical statement is the contrapositive. The hypothesis `hz` provides a point where the $z$ component differs from its value at the origin, which is what an imaging gradient is for. The conclusion provides a point where the $x$ or the $y$ component differs from its own value at the origin. The two points may be different.

By hand, one assumes that both transverse components are constant. Then $M = 0$, so $B(r)_2 = b_2$ everywhere, against the hypothesis. The proof follows this argument: `by_contra` introduces the assumption, `hxy` is derived from it, and the previous theorem supplies `hM`.

```lean
/-- If the z component of an affine field with zero divergence and zero curl varies in space,
then its x or its y component varies as well. -/
theorem exists_concomitant_field (b : Fin 3 → ℝ) (M : Matrix (Fin 3) (Fin 3) ℝ)
    (h : IsMagnetostatic (affineField b M)) (hz : ∃ r, affineField b M r 2 ≠ b 2) :
    ∃ r, affineField b M r 0 ≠ b 0 ∨ affineField b M r 1 ≠ b 1 := by
  by_contra hcon
  have hxy : ∀ r, affineField b M r 0 = b 0 ∧ affineField b M r 1 = b 1 := by
    intro r
    constructor
    · by_contra h0
      exact hcon ⟨r, Or.inl h0⟩
    · by_contra h1
      exact hcon ⟨r, Or.inr h1⟩
  have hM := gradient_eq_zero_of_transverse_constant b M h hxy
  obtain ⟨r, hr⟩ := hz
  apply hr
  simp [affineField, hM]
```

Without `hz` the conclusion can fail, since a uniform field has no varying component at all. It can also hold: $M = \operatorname{diag}(1, -1, 0)$ has a constant $z$ component and varying transverse ones.

## A lower bound from the same two field equations

The size of the transverse variation can be measured by the sum of the squared entries in the first two rows of $M$:

$$S = \sum_j \left(M_{0j}^2 + M_{1j}^2\right).$$

```lean
/-- The sum of the squared gradients of the two transverse field components. -/
def transverseGradientSq (M : Matrix (Fin 3) (Fin 3) ℝ) : ℝ :=
  ∑ j, (M 0 j ^ 2 + M 1 j ^ 2)
```

Here the only hypothesis is that the field is free of divergence and curl. Symmetry gives

$$S = M_{20}^2 + M_{21}^2 + M_{00}^2 + M_{11}^2 + 2M_{01}^2.$$

The trace condition gives $M_{00} + M_{11} = -M_{22}$, hence

$$M_{00}^2 + M_{11}^2 = \tfrac12 M_{22}^2 + \tfrac12 (M_{00} - M_{11})^2.$$

Therefore

$$S = M_{20}^2 + M_{21}^2 + \tfrac12 M_{22}^2 + \tfrac12 (M_{00} - M_{11})^2 + 2M_{01}^2.$$

The last two terms are non-negative, which proves the bound. They vanish together exactly when $M_{00} = M_{11}$ and $M_{01} = 0$, which settles equality. In the proof, `key` is this identity, and the two squares `p` and `q` yield both parts.

```lean
/-- For an affine field with zero divergence and zero curl whose z component has gradient `(Gx, Gy,
Gz)`, the squared gradients of the two transverse components sum to at least `Gx² + Gy² + Gz²/2`,
with equality exactly when `M 0 0 = M 1 1` and `M 0 1 = 0`. -/
theorem transverseGradientSq_bound (b : Fin 3 → ℝ) (M : Matrix (Fin 3) (Fin 3) ℝ)
    (h : IsMagnetostatic (affineField b M)) :
    M 2 0 ^ 2 + M 2 1 ^ 2 + M 2 2 ^ 2 / 2 ≤ transverseGradientSq M ∧
      (transverseGradientSq M = M 2 0 ^ 2 + M 2 1 ^ 2 + M 2 2 ^ 2 / 2 ↔
        M 0 0 = M 1 1 ∧ M 0 1 = 0) := by
  obtain ⟨hs, ht⟩ := (isMagnetostatic_affineField_iff b M).1 h
  rw [Matrix.trace_fin_three] at ht
  have h22 : M 2 2 = -(M 0 0 + M 1 1) := by linarith
  -- the excess over the bound is a sum of two squares
  have key : transverseGradientSq M = M 2 0 ^ 2 + M 2 1 ^ 2 + M 2 2 ^ 2 / 2
      + ((M 0 0 - M 1 1) ^ 2 / 2 + 2 * M 0 1 ^ 2) := by
    unfold transverseGradientSq
    rw [Fin.sum_univ_three, h22, hs.apply 0 2, hs.apply 1 2, hs.apply 0 1]
    ring
  have p := sq_nonneg (M 0 0 - M 1 1)
  have q := sq_nonneg (M 0 1)
  refine ⟨by linarith, ?_, ?_⟩
  · intro he
    have hp : (M 0 0 - M 1 1) ^ 2 = 0 := by linarith
    have hq : M 0 1 ^ 2 = 0 := by linarith
    exact ⟨sub_eq_zero.1 (pow_eq_zero_iff two_ne_zero |>.1 hp),
      pow_eq_zero_iff two_ne_zero |>.1 hq⟩
  · rintro ⟨h1, h2⟩
    rw [key, h1, h2]
    ring
```

Without the field equations the bound fails: a matrix whose only nonzero entries lie in its last row has $S = 0$.

## The gradient of the z component is prescribed

Let $g = (g_0, g_1, g_2)$ be the desired gradient of the $z$ component. It fixes the last row of $M$, and symmetry fixes the last column. The entry $M_{01}$ and the difference $M_{00} - M_{11}$ remain free. The following matrix sets both to zero, which are the equality conditions of the bound.

```lean
/-- The gradient matrix whose z component has gradient `g` and whose longitudinal part is
compensated equally along x and y. -/
def imagingGradient (g : Fin 3 → ℝ) : Matrix (Fin 3) (Fin 3) ℝ :=
  !![-(g 2) / 2, 0, g 0; 0, -(g 2) / 2, g 1; g 0, g 1, g 2]
```

The field is

$$B(r) = b + \left(g_0 r_2 - \tfrac12 g_2 r_0,\; g_1 r_2 - \tfrac12 g_2 r_1,\; g\cdot r\right).$$

No condition is placed on $g$ or $b$. The matrix is symmetric by inspection, and its trace is $-\tfrac12 g_2 - \tfrac12 g_2 + g_2 = 0$. The proof applies the equivalence and checks these two properties entry by entry.

```lean
/-- For every prescribed gradient `g`, the imaging field on top of any uniform field has zero
divergence and zero curl. -/
theorem imagingGradient_isMagnetostatic (b g : Fin 3 → ℝ) :
    IsMagnetostatic (affineField b (imagingGradient g)) := by
  rw [isMagnetostatic_affineField_iff]
  constructor
  · apply Matrix.IsSymm.ext
    intro i j
    fin_cases i <;> fin_cases j <;> simp [imagingGradient]
  · rw [Matrix.trace_fin_three]
    simp [imagingGradient]
```

Every prescribed gradient is thus realised by a field that obeys both equations. A coil that divides the compensation unequally between $x$ and $y$ has a different $M$, and the magnitude formula below doesn't apply to it.

## The uniform field points along z

The last assumption is $b = (0, 0, B_0)$, where the number $B_0$ is the strength of the main field. Squaring and adding the three components gives

$$|B(r)|^2 = (B_0 + g\cdot r)^2 + \left(g_0 r_2 - \tfrac12 g_2 r_0\right)^2 + \left(g_1 r_2 - \tfrac12 g_2 r_1\right)^2.$$

The formal statement has the sum of squared components on the left and holds for all real $B_0$, $g$ and $r$. Its proof expands the matrix product and compares polynomials with `ring`. If the uniform field had a transverse part, that part would be added inside the second or third square and could produce cross terms linear in $r$.

```lean
/-- The squared magnitude of the imaging field on top of a uniform field `B₀` along z is the
square of `B₀ + g · r` plus the squares of the two concomitant transverse components. -/
theorem imagingField_magnitude_sq (B₀ : ℝ) (g r : Fin 3 → ℝ) :
    ∑ i, affineField ![0, 0, B₀] (imagingGradient g) r i ^ 2 =
      (B₀ + g ⬝ᵥ r) ^ 2 + (g 0 * r 2 - g 2 * r 0 / 2) ^ 2
        + (g 1 * r 2 - g 2 * r 1 / 2) ^ 2 := by
  simp [affineField, imagingGradient, dotProduct, Fin.sum_univ_three]
  ring

end

end ConcomitantGradients
```

When $B_0$ is positive and large while $g$ and $r$ stay fixed, expanding the square root gives

$$|B(r)| \approx B_0 + g\cdot r + \frac{\left(g_0 r_2 - \tfrac12 g_2 r_0\right)^2 + \left(g_1 r_2 - \tfrac12 g_2 r_1\right)^2}{2B_0}.$$

For a pure $z$ gradient $g = (0, 0, G)$ the correction is $G^2(r_0^2 + r_1^2)/(8B_0)$; for a pure $x$ gradient $g = (G, 0, 0)$ it is $G^2 r_2^2/(2B_0)$. It fades as the main field grows and increases with the square of the gradient.

The Zeeman splitting of a spin-1/2 nucleus is proportional to $|B(r)|$, so within this static, affine model a simulation that uses only $B_0 + g\cdot r$ for the precession frequency omits the concomitant term.

```lean
#print axioms ConcomitantGradients.exists_concomitant_field
#print axioms ConcomitantGradients.transverseGradientSq_bound
#print axioms ConcomitantGradients.imagingGradient_isMagnetostatic
#print axioms ConcomitantGradients.imagingField_magnitude_sq
```

```
'ConcomitantGradients.exists_concomitant_field' depends on axioms: [propext, Classical.choice, Quot.sound]
'ConcomitantGradients.transverseGradientSq_bound' depends on axioms: [propext, Classical.choice, Quot.sound]
'ConcomitantGradients.imagingGradient_isMagnetostatic' depends on axioms: [propext, Classical.choice, Quot.sound]
'ConcomitantGradients.imagingField_magnitude_sq' depends on axioms: [propext, Classical.choice, Quot.sound]
```
